# Static condensation of $H-ES$ keeps every solution when the interior block is invertible

Take two uncoupled sites with energies 0 and 1, and eliminate the second. What remains is the $1\times1$ matrix $-E$, which is singular only at $E=0$. A search for energies at which the reduced matrix is singular therefore never finds the state at $E=1$. The theorems below give a sufficient condition for losing no state at a given energy: the eliminated block of $H-ES$ is invertible there. In finite-element electronic structure, this justifies removing element-interior functions from a finite matrix problem with fixed $H$ and $S$, at any energy that meets the condition.

## The matrices and the interface

```lean
import Mathlib

open Matrix

namespace StaticCondensation

noncomputable section

variable {B I : Type*} [Fintype B] [Fintype I]
```

The finite sets `B` and `I` label the interface and interior basis functions.

```lean
/-- The matrix `A = H - E S` of the generalized eigenvalue problem at the real energy `E`. -/
def pencil (H S : Matrix (B ⊕ I) (B ⊕ I) ℂ) (E : ℝ) : Matrix (B ⊕ I) (B ⊕ I) ℂ :=
  H - (E : ℂ) • S
```

The type `B ⊕ I` is the disjoint union of the two sets, so $H$ and $S$ are complex matrices on the whole basis. The definition sets $A=H-ES$ with $E$ real.

```lean
/-- The condensed interface matrix `A_BB - A_BI A_II⁻¹ A_IB`, meant for invertible `A_II`. -/
def condensed [DecidableEq I] (A : Matrix (B ⊕ I) (B ⊕ I) ℂ) : Matrix B B ℂ :=
  A.toBlocks₁₁ - A.toBlocks₁₂ * A.toBlocks₂₂⁻¹ * A.toBlocks₂₁
```

The blocks `₁₁`, `₁₂`, `₂₁`, `₂₂` are $A_{BB}$, $A_{BI}$, $A_{IB}$, $A_{II}$, and the condensed matrix is
$$K=A_{BB}-A_{BI}A_{II}^{-1}A_{IB}.$$
Each block contains overlap: $A_{BI}=H_{BI}-ES_{BI}$. In an orthonormal basis $S_{BI}=0$, and $A_{BI}$ reduces to $H_{BI}$. For singular $A_{II}$, Lean sets the inverse to zero, so `condensed` is still defined but no longer describes an elimination.

```lean
/-- Restriction of a coefficient vector to the interface. -/
def toInterface : (B ⊕ I → ℂ) →ₗ[ℂ] (B → ℂ) :=
  LinearMap.funLeft ℂ ℂ Sum.inl
```

This is the linear map $v\mapsto v_B$; `Sum.inl` selects interface labels and `Sum.inr` interior ones.

## Eliminating the interior

```lean
/-- The kernel of `H - E S` consists of the solutions of `H v = E S v`. -/
theorem mem_ker_pencil (H S : Matrix (B ⊕ I) (B ⊕ I) ℂ) (E : ℝ) (v : B ⊕ I → ℂ) :
    v ∈ LinearMap.ker (pencil H S E).mulVecLin ↔ H *ᵥ v = (E : ℂ) • (S *ᵥ v) := by
  rw [LinearMap.mem_ker, mulVecLin_apply, pencil, sub_mulVec, smul_mulVec, sub_eq_zero]
```

`mulVecLin` turns a matrix into the linear map $v\mapsto Av$. Its kernel consists of the solutions of $Hv=ESv$, including $v=0$. The proof moves $ESv$ to the other side.

```lean
/-- The equation `A v = 0` splits into an interface row and an interior row. -/
theorem block_equations (A : Matrix (B ⊕ I) (B ⊕ I) ℂ) (v : B ⊕ I → ℂ) :
    A *ᵥ v = 0 ↔
      A.toBlocks₁₁ *ᵥ (v ∘ Sum.inl) + A.toBlocks₁₂ *ᵥ (v ∘ Sum.inr) = 0 ∧
      A.toBlocks₂₁ *ᵥ (v ∘ Sum.inl) + A.toBlocks₂₂ *ᵥ (v ∘ Sum.inr) = 0 := by
  have h : A *ᵥ v = Sum.elim
      (A.toBlocks₁₁ *ᵥ (v ∘ Sum.inl) + A.toBlocks₁₂ *ᵥ (v ∘ Sum.inr))
      (A.toBlocks₂₁ *ᵥ (v ∘ Sum.inl) + A.toBlocks₂₂ *ᵥ (v ∘ Sum.inr)) := by
    conv_lhs => rw [← fromBlocks_toBlocks A]
    exact fromBlocks_mulVec _ _ _ _ _
  rw [h]
  constructor
  · intro h0
    exact ⟨funext fun i => congrFun h0 (Sum.inl i), funext fun i => congrFun h0 (Sum.inr i)⟩
  · rintro ⟨h1, h2⟩
    funext i
    rcases i with i | i
    · exact congrFun h1 i
    · exact congrFun h2 i
```

Written in blocks, $Av=0$ is the pair
$$A_{BB}v_B+A_{BI}v_I=0,\qquad A_{IB}v_B+A_{II}v_I=0.$$
The proof writes $A$ in block form and compares components.

```lean
/-- If `A_II` is invertible, the interior row holds exactly when the interior amplitudes are
`x = -A_II⁻¹ A_IB b`, with `b` the interface amplitudes. -/
theorem interior_recovery [DecidableEq I] (A : Matrix (B ⊕ I) (B ⊕ I) ℂ)
    (h : IsUnit A.toBlocks₂₂.det) (b : B → ℂ) (x : I → ℂ) :
    A.toBlocks₂₁ *ᵥ b + A.toBlocks₂₂ *ᵥ x = 0 ↔
      x = -(A.toBlocks₂₂⁻¹ *ᵥ (A.toBlocks₂₁ *ᵥ b)) := by
  constructor
  · intro hx
    have h1 := congrArg (fun y => A.toBlocks₂₂⁻¹ *ᵥ y) hx
    simp only [mulVec_add, mulVec_zero] at h1
    rw [mulVec_mulVec x A.toBlocks₂₂⁻¹ A.toBlocks₂₂, nonsing_inv_mul _ h, one_mulVec] at h1
    exact eq_neg_of_add_eq_zero_right h1
  · rintro rfl
    rw [mulVec_neg, mulVec_mulVec _ A.toBlocks₂₂ A.toBlocks₂₂⁻¹, mul_nonsing_inv _ h,
      one_mulVec, add_neg_cancel]
```

The hypothesis `IsUnit A.toBlocks₂₂.det` says $\det A_{II}\neq0$. Physically, $E$ is not an eigenvalue of the interior problem $H_{II}x=ES_{II}x$. Multiplying $A_{IB}b+A_{II}x=0$ by $A_{II}^{-1}$ gives $x=-A_{II}^{-1}A_{IB}b$, and substituting this back proves the converse.

```lean
omit [Fintype B] in
/-- For Hermitian `H` and `S` and real `E`, the condensed interface matrix is Hermitian. -/
theorem condensed_isHermitian [DecidableEq I] {H S : Matrix (B ⊕ I) (B ⊕ I) ℂ}
    (hH : H.IsHermitian) (hS : S.IsHermitian) (E : ℝ) :
    (condensed (pencil H S E)).IsHermitian := by
  have hA : (pencil H S E).IsHermitian := by
    rw [Matrix.IsHermitian, pencil, conjTranspose_sub, conjTranspose_smul, hH.eq, hS.eq,
      Complex.star_def, Complex.conj_ofReal]
  generalize pencil H S E = A at hA ⊢
  have h11 : A.toBlocks₁₁ᴴ = A.toBlocks₁₁ := by ext i j; exact hA.apply _ _
  have h12 : A.toBlocks₁₂ᴴ = A.toBlocks₂₁ := by ext i j; exact hA.apply _ _
  have h21 : A.toBlocks₂₁ᴴ = A.toBlocks₁₂ := by ext i j; exact hA.apply _ _
  have h22 : A.toBlocks₂₂ᴴ = A.toBlocks₂₂ := by ext i j; exact hA.apply _ _
  rw [Matrix.IsHermitian, condensed, conjTranspose_sub, conjTranspose_mul, conjTranspose_mul,
    conjTranspose_nonsing_inv, h11, h12, h21, h22, Matrix.mul_assoc]
```

For Hermitian $H$, $S$ and real $E$, $A$ is Hermitian, so $A_{BI}^\dagger=A_{IB}$ and
$$(A_{BI}A_{II}^{-1}A_{IB})^\dagger=A_{IB}^\dagger(A_{II}^{-1})^\dagger A_{BI}^\dagger=A_{BI}A_{II}^{-1}A_{IB}.$$
Hence $K^\dagger=K$. The four block identities `h11` to `h22` supply these steps.

## Nothing lost, nothing added

```lean
/-- Static condensation: if `A_II` is invertible for `A = H - E S`, restriction to the interface
maps the solutions of `A v = 0` bijectively onto the kernel of the condensed matrix. -/
theorem condensation_bijOn [DecidableEq I] (H S : Matrix (B ⊕ I) (B ⊕ I) ℂ) (E : ℝ)
    (h : IsUnit (pencil H S E).toBlocks₂₂.det) :
    Set.BijOn toInterface (LinearMap.ker (pencil H S E).mulVecLin : Set (B ⊕ I → ℂ))
      (LinearMap.ker (condensed (pencil H S E)).mulVecLin : Set (B → ℂ)) := by
  generalize pencil H S E = A at h ⊢
  -- the condensed matrix is the interface row with the interior eliminated
  have hK : ∀ b : B → ℂ, condensed A *ᵥ b = A.toBlocks₁₁ *ᵥ b +
      A.toBlocks₁₂ *ᵥ (-(A.toBlocks₂₂⁻¹ *ᵥ (A.toBlocks₂₁ *ᵥ b))) := by
    intro b
    rw [condensed, sub_mulVec, mulVec_neg, ← sub_eq_add_neg]
    simp only [mulVec_mulVec, Matrix.mul_assoc]
  refine ⟨?_, ?_, ?_⟩
  · intro v hv
    have hv' := (block_equations A v).1 (LinearMap.mem_ker.1 hv)
    refine LinearMap.mem_ker.2 ?_
    change condensed A *ᵥ (v ∘ Sum.inl) = 0
    rw [hK, ← (interior_recovery A h _ _).1 hv'.2]
    exact hv'.1
  · -- equal interface values force equal interior values
    intro v hv w hw hvw
    have hB : v ∘ Sum.inl = w ∘ Sum.inl := hvw
    have h1 := (interior_recovery A h _ _).1
      ((block_equations A v).1 (LinearMap.mem_ker.1 hv)).2
    have h2 := (interior_recovery A h _ _).1
      ((block_equations A w).1 (LinearMap.mem_ker.1 hw)).2
    have hI : v ∘ Sum.inr = w ∘ Sum.inr := by rw [h1, h2, hB]
    funext i
    rcases i with i | i
    · exact congrFun hB i
    · exact congrFun hI i
  · -- rebuild the interior from the interface
    intro b hb
    have hb' : condensed A *ᵥ b = 0 := LinearMap.mem_ker.1 hb
    refine ⟨Sum.elim b (-(A.toBlocks₂₂⁻¹ *ᵥ (A.toBlocks₂₁ *ᵥ b))),
      LinearMap.mem_ker.2 ((block_equations A _).2 ⟨?_, ?_⟩), rfl⟩
    · rw [Sum.elim_comp_inl, Sum.elim_comp_inr, ← hK]
      exact hb'
    · rw [Sum.elim_comp_inl, Sum.elim_comp_inr]
      exact (interior_recovery A h _ _).2 rfl
```

`Set.BijOn` states three things, proved in this order.

1. Restriction maps $\ker A$ into $\ker K$. If $Av=0$, the interior row gives $v_I=-A_{II}^{-1}A_{IB}v_B$, and the interface row becomes $Kv_B=0$. The identity `hK` expresses this substitution.
2. It is injective: equal $v_B$ force equal $v_I$ by the same formula.
3. It is onto: given $Kb=0$, the vector $(b,-A_{II}^{-1}A_{IB}b)$ satisfies both rows.

The line `generalize` replaces $H-ES$ by an arbitrary matrix $A$, so Hermiticity plays no part here.

```lean
/-- If `A_II` is invertible, `H - E S` and its condensed matrix have kernels of equal
dimension. -/
theorem degeneracy_eq [DecidableEq I] (H S : Matrix (B ⊕ I) (B ⊕ I) ℂ) (E : ℝ)
    (h : IsUnit (pencil H S E).toBlocks₂₂.det) :
    Module.finrank ℂ (LinearMap.ker (pencil H S E).mulVecLin) =
      Module.finrank ℂ (LinearMap.ker (condensed (pencil H S E)).mulVecLin) := by
  have hb := condensation_bijOn H S E h
  refine LinearEquiv.finrank_eq
    (LinearEquiv.ofBijective (toInterface.restrict hb.mapsTo) ⟨?_, ?_⟩)
  · intro v w hvw
    exact Subtype.ext (hb.injOn v.2 w.2 (congrArg Subtype.val hvw))
  · intro b
    obtain ⟨v, hv, hvb⟩ := hb.surjOn b.2
    exact ⟨⟨v, hv⟩, Subtype.ext hvb⟩
```

A linear bijection preserves dimension, so $\dim\ker A=\dim\ker K$. Lean builds that linear equivalence from the previous theorem.

```lean
/-- If `A_II` is invertible, the determinant of `A` factorizes into the determinant of `A_II` and
that of the condensed matrix. -/
theorem det_factorization [DecidableEq B] [DecidableEq I] (A : Matrix (B ⊕ I) (B ⊕ I) ℂ)
    (h : IsUnit A.toBlocks₂₂.det) :
    A.det = A.toBlocks₂₂.det * (condensed A).det := by
  let := invertibleOfIsUnitDet _ h
  conv_lhs => rw [← fromBlocks_toBlocks A]
  rw [det_fromBlocks₂₂, invOf_eq_nonsing_inv]
  rfl
```

By hand, factor
$$A=\begin{pmatrix}1&A_{BI}A_{II}^{-1}\\0&1\end{pmatrix}\begin{pmatrix}K&0\\0&A_{II}\end{pmatrix}\begin{pmatrix}1&0\\A_{II}^{-1}A_{IB}&1\end{pmatrix}.$$
The outer factors have determinant 1, so $\det A=\det A_{II}\,\det K$. Lean takes this from Mathlib's block-determinant formula `det_fromBlocks₂₂`.

## States hidden in the interior

```lean
/-- Restriction to the interface is injective on the kernel of `A` exactly when no nonzero
interior vector `x` satisfies both `A_BI x = 0` and `A_II x = 0`. -/
theorem injOn_iff_no_hidden_state (A : Matrix (B ⊕ I) (B ⊕ I) ℂ) :
    Set.InjOn toInterface (LinearMap.ker A.mulVecLin : Set (B ⊕ I → ℂ)) ↔
      ∀ x : I → ℂ, A.toBlocks₁₂ *ᵥ x = 0 → A.toBlocks₂₂ *ᵥ x = 0 → x = 0 := by
  constructor
  · intro hinj x h1 h2
    have hx : Sum.elim (0 : B → ℂ) x ∈ LinearMap.ker A.mulVecLin := by
      refine LinearMap.mem_ker.2 ((block_equations A _).2 ?_)
      rw [Sum.elim_comp_inl, Sum.elim_comp_inr, mulVec_zero, mulVec_zero, zero_add, zero_add]
      exact ⟨h1, h2⟩
    have h0 := hinj hx (LinearMap.ker A.mulVecLin).zero_mem rfl
    exact funext fun i => congrFun h0 (Sum.inr i)
  · intro hx v hv w hw hvw
    -- the difference of two solutions with equal interface values lives in the interior
    have hd := (block_equations A (v - w)).1
      (LinearMap.mem_ker.1 ((LinearMap.ker A.mulVecLin).sub_mem hv hw))
    have hB : (v - w) ∘ Sum.inl = (0 : B → ℂ) :=
      funext fun i => sub_eq_zero.2 (congrFun hvw i)
    rw [hB, mulVec_zero, mulVec_zero, zero_add, zero_add] at hd
    have hI := hx _ hd.1 hd.2
    funext i
    rcases i with i | i
    · exact congrFun hvw i
    · exact sub_eq_zero.1 (congrFun hI i)
```

Here $A_{II}$ may be singular. If a nonzero $x$ satisfies $A_{BI}x=0$ and $A_{II}x=0$, then $(0,x)$ is a solution with the same interface values as the zero vector, so injectivity fails. Conversely, two solutions with equal interface values differ by some $(0,x)$, and the block equations give both conditions on $x$. If only $x=0$ meets them, the solutions coincide.

```lean
/-- The two-site Hamiltonian `diag(0, 1)`, with the second site in the interior. -/
def twoSiteH : Matrix (Unit ⊕ Unit) (Unit ⊕ Unit) ℂ :=
  diagonal (Sum.elim (fun _ => 0) (fun _ => 1))
```

This is the opening example, with one site in each set (`Unit` has a single element).

```lean
/-- For `H = diag(0, 1)`, `S = 1` and `E = 1`, the block `A_II` is singular, the state `(0, 1)`
is a nonzero solution, and every solution vanishes on the interface. -/
theorem twoSite_missed_state :
    (pencil twoSiteH 1 1).toBlocks₂₂.det = 0 ∧
    (Sum.elim 0 1 : Unit ⊕ Unit → ℂ) ≠ 0 ∧
    (Sum.elim 0 1 : Unit ⊕ Unit → ℂ) ∈ LinearMap.ker (pencil twoSiteH 1 1).mulVecLin ∧
    ∀ v ∈ LinearMap.ker (pencil twoSiteH 1 1).mulVecLin, toInterface v = 0 := by
  refine ⟨?_, ?_, ?_, ?_⟩
  · simp [Matrix.det_unique, toBlocks₂₂, pencil, twoSiteH]
  · intro h
    exact one_ne_zero (congrFun h (Sum.inr ()))
  · rw [mem_ker_pencil]
    funext i
    rcases i with i | i <;> simp [twoSiteH, mulVec_diagonal]
  · intro v hv
    rw [mem_ker_pencil] at hv
    funext i
    have h := congrFun hv (Sum.inl i)
    simp only [twoSiteH, mulVec_diagonal, one_mulVec, Sum.elim_inl, zero_mul,
      Complex.ofReal_one, one_smul] at h
    exact h.symm

end

end StaticCondensation
```

At $E=1$ and $S=1$, $A=\mathrm{diag}(-1,0)$. The interior block is 0, and $(0,1)$ is a normalised solution. The interface row of $Hv=v$ reads $0=v_B$, so every solution vanishes on the interface. The four bullets of the proof check the singular block, the nonzero vector, its equation and this last statement.

```lean
#print axioms StaticCondensation.condensation_bijOn
-- 'StaticCondensation.condensation_bijOn' depends on axioms: [propext, Classical.choice, Quot.sound]
#print axioms StaticCondensation.degeneracy_eq
-- 'StaticCondensation.degeneracy_eq' depends on axioms: [propext, Classical.choice, Quot.sound]
#print axioms StaticCondensation.injOn_iff_no_hidden_state
-- 'StaticCondensation.injOn_iff_no_hidden_state' depends on axioms: [propext, Classical.choice, Quot.sound]
#print axioms StaticCondensation.twoSite_missed_state
-- 'StaticCondensation.twoSite_missed_state' depends on axioms: [propext, Classical.choice, Quot.sound]
```
